# The Abrikosov-Gor'kov equation has exactly one positive pair-breaking energy for each $0<T<T_c$

## Reading a pair-breaking energy off a lowered transition temperature

Magnetic impurities in a superconductor break Cooper pairs and lower the transition temperature from its clean value $T_c$ to some $T$. In Abrikosov-Gor'kov theory, with $\hbar=k_B=1$, the pair-breaking energy $\alpha$ is related to $T$ by

$$\log\frac{T_c}{T}=S\!\left(\frac{\alpha}{2\pi T}\right),\qquad S(x)=\sum_{n\ge 0}\left(\frac{1}{n+\frac12}-\frac{1}{n+\frac12+x}\right).$$

I would like to infer $\alpha$ from $T$, which makes sense only if there is one answer. The usual claim is that, on $x\ge 0$, $S$ is continuous, strictly increasing and unbounded, with $S(0)=0$ and $S(x)/x\to\pi^2/2$ as $x$ decreases to $0$, so that every $0<T<T_c$ has a unique $\alpha>0$. Can this be proved in full and machine-checked in Lean?

## One crossing, because every Matsubara term increases

Yes. Write $a_n=n+\tfrac12$. The positive Matsubara frequencies are $2\pi T a_n$. Temperature alone fixes them, but in the second fraction of each term of $S$ pair breaking replaces $2\pi T a_n$ by $2\pi T a_n+\alpha$. In units of $2\pi T$ this is the shift $x=\alpha/(2\pi T)$.

**The constant.** The even terms of $\sum_{k\ge1}1/k^2=\pi^2/6$ contribute a quarter of it, $\pi^2/24$, so the odd terms contribute $\pi^2/8$. Since $1/a_n^2=4/(2n+1)^2$,

$$\sum_{n\ge0}\frac1{a_n^2}=\frac{\pi^2}{2}.$$

**Convergence, continuity and slope.** For $x\ge0$,

$$\frac1{a_n}-\frac1{a_n+x}=\frac{x}{a_n(a_n+x)},\qquad 0<\frac1{a_n(a_n+x)}\le\frac1{a_n^2}.$$

Hence the series converges and $S(x)=x\,G(x)$ with $G(x)=\sum_n 1/[a_n(a_n+x)]$. The bound does not depend on $x$, so $G$ is continuous on $x\ge0$, and so is $S$. For $x>0$ we have $S(x)/x=G(x)$, which tends to $G(0)=\pi^2/2$.

**Monotonicity.** At $x=0$ every term vanishes, so $S(0)=0$. If $0\le x<y$, then $1/(a_n+y)<1/(a_n+x)$ for every $n$. Each term of the series is therefore larger at $y$, and $S(x)<S(y)$.

**Growth.** Let $x\ge N$. For $n<N$ we have $a_n\le N\le x$, so $a_n+x\ge2a_n$ and

$$\frac1{a_n}-\frac1{a_n+x}\ge\frac1{2a_n}\ge\frac1{2(n+1)}.$$

The remaining terms are nonnegative, so $S(x)\ge\frac12\sum_{n<N}\frac1{n+1}$. The harmonic series diverges, hence $S(x)\to\infty$.

**The root.** For $0<T<T_c$ put $L=\log(T_c/T)>0$ and choose $b\ge0$ with $S(b)\ge L$. By the intermediate value theorem some $x\in[0,b]$ has $S(x)=L$, and $x\ne0$ because $S(0)=0<L$. Then $\alpha=2\pi Tx$ is a positive solution, and strict monotonicity excludes a second one. Conversely, if $\alpha>0$ solves the equation, then $\log(T_c/T)>S(0)=0$, so $T<T_c$.

**Weak pair breaking.** Along the transition line, $T_c=T e^{S(x)}$ and $\alpha=2\pi Tx$, so

$$\frac{T_c-T}{\alpha}=\frac{e^{S(x)}-1}{2\pi x}\longrightarrow\frac1{2\pi}\cdot\frac{\pi^2}{2}=\frac{\pi}{4}\qquad(x\downarrow0).$$

At the boundary $T=T_c$ the left side of the equation is zero, and the only solution with $\alpha\ge0$ is $\alpha=0$. So there is no positive solution at $T=T_c$, and the theorem, which asks for $\alpha>0$, assumes $T<T_c$.

## Temperatures, energies and ranges in the Lean theorems

`pairBreakingSum` is $S$ and `slopeSum` is $G$. Both are defined on all of `ℝ`, but the theorems concern only $x\ge0$, written `Ici 0`. The filter `𝓝[>] 0` means that $x$ approaches zero from above.

`existsUnique_pairBreaking_energy` takes real numbers `T` and `Tc` with `0 < T` and `T < Tc`. It says that exactly one real `α` satisfies both `0 < α` and the Abrikosov-Gor'kov equation. `transition_lowered` is the converse: positive `T`, `Tc` and `α` that satisfy the equation must have `T < Tc`.

`initial_suppression` describes the transition line by a function `T : ℝ → ℝ` of $x$, assumed positive and a solution of `Real.log (Tc / T x) = pairBreakingSum x` for every $x>0$. Its denominator `2 * π * T x * x` is $\alpha$. The limit is taken in $x$, not directly in $\alpha$.

The equation itself is the starting point. It expresses the onset of a nonzero superconducting order parameter in mean-field theory, with all the impurity physics gathered in the single energy $\alpha$, and the file does not derive it from a Hamiltonian. The convention $\alpha/(2\pi T)$ fixes what $\alpha$ means; if a scattering rate is defined with another factor, the $\pi/4$ changes accordingly. The existence theorem fixes $T$ and solves for $\alpha$. It does not address the opposite problem of finding $T$ for a given $\alpha$.

The series could also have been replaced by the digamma difference $\psi(\tfrac12+x)-\psi(\tfrac12)$. The equation would then have its familiar closed form, but the termwise arguments would first need a proof that this difference equals the series.

For numerical work within this one-parameter mean-field model, the result means that a bracketing root finder in $\alpha$ at fixed $0<T<T_c$ has a single positive root to locate.

```lean
import Mathlib

open Filter Topology Set
open scoped Real

namespace PairBreaking

noncomputable section

/-- The Matsubara sum `S(x)` of the pair-breaking equation, for `x ≥ 0`. -/
def pairBreakingSum (x : ℝ) : ℝ :=
  ∑' n : ℕ, (1 / ((n : ℝ) + 1 / 2) - 1 / ((n : ℝ) + 1 / 2 + x))

/-- The sum over `n` of `1 / ((n + 1/2) (n + 1/2 + x))`, for `x ≥ 0`. -/
def slopeSum (x : ℝ) : ℝ :=
  ∑' n : ℕ, 1 / (((n : ℝ) + 1 / 2) * ((n : ℝ) + 1 / 2 + x))

/-- The inverse squares of the half-odd integers `n + 1/2`, `n ≥ 0`, add up to `π² / 2`. -/
theorem hasSum_inv_sq_half_odd :
    HasSum (fun n : ℕ => 1 / ((n : ℝ) + 1 / 2) ^ 2) (π ^ 2 / 2) := by
  have h := hasSum_zeta_two
  -- the even terms carry a quarter of the full sum
  have he : HasSum (fun k : ℕ => (1 : ℝ) / ((2 * k : ℕ) : ℝ) ^ 2) (π ^ 2 / 24) := by
    have hq : ∀ k : ℕ, (1 : ℝ) / ((2 * k : ℕ) : ℝ) ^ 2 = 1 / 4 * (1 / (k : ℝ) ^ 2) := by
      intro k
      push_cast
      ring
    rw [funext hq, show π ^ 2 / 24 = 1 / 4 * (π ^ 2 / 6) by ring]
    exact h.mul_left (1 / 4)
  have ho : Summable (fun k : ℕ => (1 : ℝ) / ((2 * k + 1 : ℕ) : ℝ) ^ 2) :=
    h.summable.comp_injective (i := fun k : ℕ => 2 * k + 1) (fun a b hab => by
      have h' : 2 * a + 1 = 2 * b + 1 := hab
      omega)
  have hs := HasSum.even_add_odd (f := fun n : ℕ => (1 : ℝ) / (n : ℝ) ^ 2) he ho.hasSum
  have hv := hs.unique h
  -- the odd terms are the wanted ones up to a factor of four
  have hk : ∀ k : ℕ, 1 / ((k : ℝ) + 1 / 2) ^ 2 = 4 * (1 / ((2 * k + 1 : ℕ) : ℝ) ^ 2) := by
    intro k
    have h1 : ((2 * k + 1 : ℕ) : ℝ) = 2 * ((k : ℝ) + 1 / 2) := by
      push_cast
      ring
    rw [h1]
    generalize (k : ℝ) + 1 / 2 = a
    ring
  have hv4 : 4 * ∑' k : ℕ, (1 : ℝ) / ((2 * k + 1 : ℕ) : ℝ) ^ 2 = π ^ 2 / 2 := by
    linarith
  rw [funext hk, ← hv4]
  exact ho.hasSum.mul_left 4

/-- For `x ≥ 0` the Matsubara series converges, and its sum is `x` times the slope sum. -/
theorem hasSum_pairBreaking {x : ℝ} (hx : 0 ≤ x) :
    HasSum (fun n : ℕ => 1 / ((n : ℝ) + 1 / 2) - 1 / ((n : ℝ) + 1 / 2 + x))
      (x * slopeSum x) := by
  have hs : Summable (fun n : ℕ => 1 / (((n : ℝ) + 1 / 2) * ((n : ℝ) + 1 / 2 + x))) := by
    refine Summable.of_nonneg_of_le (fun n => by positivity) (fun n => ?_)
      hasSum_inv_sq_half_odd.summable
    have ha : 0 < (n : ℝ) + 1 / 2 := by positivity
    exact one_div_le_one_div_of_le (by positivity) (by nlinarith [mul_nonneg ha.le hx])
  -- each term is `x` times the corresponding term of the slope sum
  have hterm : ∀ n : ℕ, 1 / ((n : ℝ) + 1 / 2) - 1 / ((n : ℝ) + 1 / 2 + x)
      = x * (1 / (((n : ℝ) + 1 / 2) * ((n : ℝ) + 1 / 2 + x))) := by
    intro n
    have ha : (n : ℝ) + 1 / 2 ≠ 0 := by positivity
    have hb : (n : ℝ) + 1 / 2 + x ≠ 0 := by positivity
    rw [div_sub_div _ _ ha hb, mul_one_div]
    congr 1
    ring
  rw [funext hterm]
  exact hs.hasSum.mul_left x

/-- The slope sum is continuous on `x ≥ 0`. -/
theorem continuousOn_slopeSum : ContinuousOn slopeSum (Ici 0) := by
  unfold slopeSum
  refine continuousOn_tsum (fun n => ?_) hasSum_inv_sq_half_odd.summable (fun n x hx => ?_)
  · refine ContinuousOn.div continuousOn_const (by fun_prop) (fun x hx => ?_)
    have hx' : 0 ≤ x := hx
    positivity
  · have hx' : 0 ≤ x := hx
    have ha : 0 < (n : ℝ) + 1 / 2 := by positivity
    rw [Real.norm_of_nonneg (by positivity)]
    exact one_div_le_one_div_of_le (by positivity) (by nlinarith [mul_nonneg ha.le hx'])

/-- The pair-breaking sum is continuous on `x ≥ 0`. -/
theorem continuousOn_pairBreakingSum : ContinuousOn pairBreakingSum (Ici 0) :=
  (continuousOn_id.mul continuousOn_slopeSum).congr
    (fun _ hx => (hasSum_pairBreaking hx).tsum_eq)

/-- The pair-breaking sum vanishes at `x = 0` and is strictly increasing on `x ≥ 0`. -/
theorem pairBreakingSum_zero_and_strictMonoOn :
    pairBreakingSum 0 = 0 ∧ StrictMonoOn pairBreakingSum (Ici 0) := by
  refine ⟨by simp [pairBreakingSum], fun x hx y hy hxy => ?_⟩
  have hx' : 0 ≤ x := hx
  -- every single term increases
  have hlt : ∀ n : ℕ, 1 / ((n : ℝ) + 1 / 2) - 1 / ((n : ℝ) + 1 / 2 + x)
      < 1 / ((n : ℝ) + 1 / 2) - 1 / ((n : ℝ) + 1 / 2 + y) := by
    intro n
    have h := one_div_lt_one_div_of_lt (show 0 < (n : ℝ) + 1 / 2 + x by positivity)
      (show (n : ℝ) + 1 / 2 + x < (n : ℝ) + 1 / 2 + y by linarith)
    linarith
  exact Summable.tsum_lt_tsum (i := 0) (fun n => (hlt n).le) (hlt 0)
    (hasSum_pairBreaking hx).summable (hasSum_pairBreaking hy).summable

/-- The pair-breaking sum grows without bound as `x` tends to infinity. -/
theorem tendsto_pairBreakingSum_atTop : Tendsto pairBreakingSum atTop atTop := by
  refine tendsto_atTop.2 (fun b => ?_)
  obtain ⟨N, hN⟩ :=
    (Real.tendsto_sum_range_one_div_nat_succ_atTop.eventually_ge_atTop (2 * b)).exists
  filter_upwards [eventually_ge_atTop (N : ℝ)] with x hx
  have hx0 : 0 ≤ x := (Nat.cast_nonneg N).trans hx
  have hpart := (hasSum_pairBreaking hx0).summable.sum_le_tsum (Finset.range N) (fun n _ => by
    have h := one_div_le_one_div_of_le (show 0 < (n : ℝ) + 1 / 2 by positivity)
      (show (n : ℝ) + 1 / 2 ≤ (n : ℝ) + 1 / 2 + x by linarith)
    linarith)
  -- the first `N` terms add up to at least half the `N`-th harmonic partial sum
  have hharm : ∑ n ∈ Finset.range N, 1 / 2 * (1 / ((n : ℝ) + 1)) ≤
      ∑ n ∈ Finset.range N, (1 / ((n : ℝ) + 1 / 2) - 1 / ((n : ℝ) + 1 / 2 + x)) := by
    refine Finset.sum_le_sum (fun n hn => ?_)
    have hn' : (n : ℝ) + 1 ≤ N := by exact_mod_cast Finset.mem_range.1 hn
    have ha : 0 < (n : ℝ) + 1 / 2 := by positivity
    have h1 := one_div_le_one_div_of_le (show 0 < 2 * ((n : ℝ) + 1 / 2) by positivity)
      (show 2 * ((n : ℝ) + 1 / 2) ≤ (n : ℝ) + 1 / 2 + x by linarith)
    have h2 := one_div_le_one_div_of_le ha (show (n : ℝ) + 1 / 2 ≤ (n : ℝ) + 1 by linarith)
    have h3 : 1 / (2 * ((n : ℝ) + 1 / 2)) = 1 / 2 * (1 / ((n : ℝ) + 1 / 2)) := by
      generalize (n : ℝ) + 1 / 2 = a
      ring
    linarith
  rw [← Finset.mul_sum] at hharm
  unfold pairBreakingSum
  linarith

/-- For weak pair breaking, `S(x) / x` tends to `π² / 2` as `x` decreases to zero. -/
theorem tendsto_pairBreakingSum_div :
    Tendsto (fun x => pairBreakingSum x / x) (𝓝[>] 0) (𝓝 (π ^ 2 / 2)) := by
  have h0 : slopeSum 0 = π ^ 2 / 2 := by
    rw [← hasSum_inv_sq_half_odd.tsum_eq]
    unfold slopeSum
    exact tsum_congr (fun n => by rw [add_zero, ← sq])
  have h : Tendsto slopeSum (𝓝[>] 0) (𝓝 (slopeSum 0)) :=
    (continuousOn_slopeSum 0 self_mem_Ici).mono_left (nhdsWithin_mono 0 Ioi_subset_Ici_self)
  rw [h0] at h
  refine h.congr' ?_
  filter_upwards [self_mem_nhdsWithin] with x hx
  have hx' : 0 < x := hx
  have hS : pairBreakingSum x = x * slopeSum x := (hasSum_pairBreaking hx'.le).tsum_eq
  rw [hS, mul_div_cancel_left₀ _ hx'.ne']

/-- Abrikosov-Gor'kov equation (`k_B = 1`): for `0 < T < Tc` exactly one pair-breaking energy
`α > 0` satisfies `log (Tc / T) = S(α / (2πT))`. -/
theorem existsUnique_pairBreaking_energy {T Tc : ℝ} (hT : 0 < T) (hTc : T < Tc) :
    ∃! α : ℝ, 0 < α ∧ Real.log (Tc / T) = pairBreakingSum (α / (2 * π * T)) := by
  obtain ⟨hzero, hmono⟩ := pairBreakingSum_zero_and_strictMonoOn
  have hL : 0 < Real.log (Tc / T) := Real.log_pos ((one_lt_div hT).2 hTc)
  have hc : 0 < 2 * π * T := by positivity
  -- existence by the intermediate value theorem
  obtain ⟨b, hb, hb0⟩ := ((tendsto_pairBreakingSum_atTop.eventually_ge_atTop
    (Real.log (Tc / T))).and (eventually_ge_atTop 0)).exists
  obtain ⟨x, hx, hxL⟩ := intermediate_value_Icc hb0
    (continuousOn_pairBreakingSum.mono Icc_subset_Ici_self)
    (show Real.log (Tc / T) ∈ Icc (pairBreakingSum 0) (pairBreakingSum b) from
      ⟨by rw [hzero]; exact hL.le, hb⟩)
  have hxpos : 0 < x := by
    refine lt_of_le_of_ne hx.1 (fun h => ?_)
    rw [← h, hzero] at hxL
    linarith
  refine ⟨x * (2 * π * T), ⟨by positivity, ?_⟩, fun β hβ => ?_⟩
  · rw [mul_div_cancel_right₀ _ hc.ne', hxL]
  · -- uniqueness by strict monotonicity
    have h := hmono.injOn (show β / (2 * π * T) ∈ Ici 0 from (div_pos hβ.1 hc).le)
      (show x ∈ Ici 0 from hx.1) (hβ.2.symm.trans hxL.symm)
    exact (div_eq_iff hc.ne').1 h

/-- Pair breaking lowers the transition temperature: if positive `T`, `Tc` and `α` satisfy the
Abrikosov-Gor'kov equation, then `T < Tc`. -/
theorem transition_lowered {T Tc α : ℝ} (hT : 0 < T) (hTc : 0 < Tc) (hα : 0 < α)
    (h : Real.log (Tc / T) = pairBreakingSum (α / (2 * π * T))) : T < Tc := by
  obtain ⟨hzero, hmono⟩ := pairBreakingSum_zero_and_strictMonoOn
  have hx : 0 < α / (2 * π * T) := by positivity
  have hS := hmono self_mem_Ici (show α / (2 * π * T) ∈ Ici 0 from hx.le) hx
  by_contra hn
  have hlog := Real.log_nonpos (div_pos hTc hT).le ((div_le_one hT).2 (not_lt.1 hn))
  linarith

/-- Let `T(x) > 0` solve `log (Tc / T) = S(x)` for each `x > 0`, with `Tc > 0`, and let
`α = 2πTx` be the pair-breaking energy. Then `(Tc - T) / α` tends to `π / 4` as `x` decreases
to zero. -/
theorem initial_suppression {Tc : ℝ} (hTc : 0 < Tc) (T : ℝ → ℝ) (hT : ∀ x, 0 < x → 0 < T x)
    (h : ∀ x, 0 < x → Real.log (Tc / T x) = pairBreakingSum x) :
    Tendsto (fun x => (Tc - T x) / (2 * π * T x * x)) (𝓝[>] 0) (𝓝 (π / 4)) := by
  have hzero := pairBreakingSum_zero_and_strictMonoOn.1
  have hnot : (0 : ℝ) ∉ Ioi (0 : ℝ) := by simp
  -- the one-sided derivative of `S` at zero, and then of `exp S`
  have hd : HasDerivWithinAt pairBreakingSum (π ^ 2 / 2) (Ioi 0) 0 := by
    rw [hasDerivWithinAt_iff_tendsto_slope' hnot]
    refine tendsto_pairBreakingSum_div.congr (fun x => ?_)
    rw [slope_def_field, hzero, sub_zero, sub_zero]
  have hlim := ((hasDerivWithinAt_iff_tendsto_slope' hnot).1 hd.exp).div_const (2 * π)
  have hval : Real.exp (pairBreakingSum 0) * (π ^ 2 / 2) / (2 * π) = π / 4 := by
    rw [hzero, Real.exp_zero, div_eq_iff (by positivity)]
    ring
  rw [hval] at hlim
  refine hlim.congr' ?_
  filter_upwards [self_mem_nhdsWithin] with x hx
  have hx' : 0 < x := hx
  have hTx := hT x hx'
  have hE : Tc = T x * Real.exp (pairBreakingSum x) := by
    rw [← h x hx', Real.exp_log (div_pos hTc hTx), mul_div_cancel₀ _ hTx.ne']
  rw [slope_def_field, hzero, Real.exp_zero, sub_zero, div_div,
    div_eq_div_iff (by positivity) (by positivity)]
  linear_combination (-2 * π * x) * hE

end

end PairBreaking
```

```lean
#print axioms PairBreaking.existsUnique_pairBreaking_energy
#print axioms PairBreaking.transition_lowered
#print axioms PairBreaking.initial_suppression
```

```
'PairBreaking.existsUnique_pairBreaking_energy' depends on axioms: [propext, Classical.choice, Quot.sound]
'PairBreaking.transition_lowered' depends on axioms: [propext, Classical.choice, Quot.sound]
'PairBreaking.initial_suppression' depends on axioms: [propext, Classical.choice, Quot.sound]
```

## From termwise bounds to the root

`hasSum_inv_sq_half_odd` starts from Mathlib's `hasSum_zeta_two`. It computes the even part `he`, recombines it with the odd part through `HasSum.even_add_odd`, and reads off the odd sum by uniqueness of the limit.

`hasSum_pairBreaking` contains the factorisation $S=xG$. Comparison with $1/a_n^2$ gives summability, and `hterm` is the common-denominator identity. The same bound enters `continuousOn_slopeSum`, where `continuousOn_tsum` turns uniform domination into continuity. `continuousOn_pairBreakingSum` then follows by multiplying by $x$.

In `pairBreakingSum_zero_and_strictMonoOn`, `hlt` compares the series term by term. `Summable.tsum_lt_tsum` needs weak inequality everywhere and strict inequality at one index, here $n=0$.

For growth, `tendsto_pairBreakingSum_atTop` is given a target `b` and picks `N` so that the harmonic partial sum is at least `2 * b`. The step `hpart` bounds the finite sum by the full series, and `hharm` is the comparison with half the harmonic terms.

`tendsto_pairBreakingSum_div` evaluates `slopeSum 0` and uses continuity from the right, together with $S(x)/x=G(x)$ for $x>0$.

The existence half of `existsUnique_pairBreaking_energy` applies `intermediate_value_Icc` on $[0,b]$, shows that the root is positive, and multiplies it by $2\pi T$. For uniqueness, `hmono.injOn` identifies the scaled argument of any other solution `β` with the same `x`. `transition_lowered` assumes $T\ge T_c$, which makes the logarithm nonpositive and contradicts $S(x)>0$.

Finally, `initial_suppression` reads the limit of $S(x)/x$ as a one-sided derivative at zero. `hd.exp` applies the chain rule to $e^{S}$, and division by $2\pi$ gives $\pi/4$. The identity `hE`, $T_c=T(x)e^{S(x)}$, lets `linear_combination` match this difference quotient to $(T_c-T)/\alpha$.
